# The identity (L·σ)² + L·σ = L² for finite angular momentum matrices coupled to a spin one-half

`spinOrbit_sq_add` concerns three complex matrices L₀, L₁, L₂ of any finite size that obey the angular momentum commutation relations [L₀, L₁] = iL₂ and its cyclic versions, in units with ħ = 1. With L·σ the sum of the Kronecker products of each L with the matching Pauli matrix, it states that (L·σ)² + L·σ equals L² times the identity on the spin, where L² = L₀² + L₁² + L₂². The matrices need not be Hermitian. The attempt expands the square, puts in the products of Pauli matrices, uses the commutation relations to reorder products of the L's, and leaves the final cancellation to `abel`.

This version doesn't compile in Lean 4 with Mathlib:

```lean
import Mathlib

open Matrix Complex
open scoped Kronecker

namespace KaneValenceProjectors

noncomputable section

/-- The three Pauli matrices. -/
def pauli : Fin 3 → Matrix (Fin 2) (Fin 2) ℂ :=
  ![!![0, 1; 1, 0], !![0, -I; I, 0], !![1, 0; 0, -1]]

/-- The coupling `L · σ` of three orbital matrices to a spin one-half. -/
def spinOrbit {n : Type*} (L : Fin 3 → Matrix n n ℂ) :
    Matrix (n × Fin 2) (n × Fin 2) ℂ :=
  ∑ a, L a ⊗ₖ pauli a

/-- Each Pauli matrix squares to one, and the product of two different ones is
`± i` times the third. -/
theorem pauli_products (a : Fin 3) :
    pauli a * pauli a = 1 ∧ pauli (a + 1) * pauli (a + 2) = I • pauli a ∧
      pauli (a + 2) * pauli (a + 1) = (-I) • pauli a := by
  refine ⟨?_, ?_, ?_⟩ <;> fin_cases a <;> ext i j <;> fin_cases i <;> fin_cases j <;>
    simp [pauli, Matrix.mul_apply, Fin.sum_univ_succ]

/-- For angular momentum matrices of any size, `(L · σ)² + L · σ = L²`. -/
theorem spinOrbit_sq_add {n : Type*} [Fintype n] [DecidableEq n]
    (L : Fin 3 → Matrix n n ℂ)
    (hL : ∀ a, L (a + 1) * L (a + 2) - L (a + 2) * L (a + 1) = I • L a) :
    spinOrbit L * spinOrbit L + spinOrbit L =
      (∑ a, L a * L a) ⊗ₖ (1 : Matrix (Fin 2) (Fin 2) ℂ) := by
  -- the commutation relations, written as reordering rules
  have h0 : L 1 * L 2 = I • L 0 + L 2 * L 1 := sub_eq_iff_eq_add.mp (hL 0)
  have h1 : L 2 * L 0 = I • L 1 + L 0 * L 2 := sub_eq_iff_eq_add.mp (hL 1)
  have h2 : L 0 * L 1 = I • L 2 + L 1 * L 0 := sub_eq_iff_eq_add.mp (hL 2)
  obtain ⟨s0, p0, q0⟩ := pauli_products 0
  obtain ⟨s1, p1, q1⟩ := pauli_products 1
  obtain ⟨s2, p2, q2⟩ := pauli_products 2
  change pauli 1 * pauli 2 = _ at p0
  change pauli 2 * pauli 1 = _ at q0
  change pauli 2 * pauli 0 = _ at p1
  change pauli 0 * pauli 2 = _ at q1
  change pauli 0 * pauli 1 = _ at p2
  change pauli 1 * pauli 0 = _ at q2
  -- the antisymmetric part of the product leaves `-L · σ`
  simp only [spinOrbit, Fin.sum_univ_three, add_mul, mul_add, ← Matrix.mul_kronecker_mul,
    s0, s1, s2, p0, p1, p2, q0, q1, q2, h0, h1, h2, Matrix.add_kronecker,
    Matrix.smul_kronecker, Matrix.kronecker_smul, smul_add, smul_smul, I_mul_I,
    neg_smul, one_smul]
  abel

end

end KaneValenceProjectors
```

Messages:

```
Try this:
  [apply] abel_nf
Main.lean:32:60: error: unsolved goals
n : Type u_1
inst✝¹ : Fintype n
inst✝ : DecidableEq n
L : Fin 3 → Matrix n n ℂ
hL : ∀ (a : Fin 3), L (a + 1) * L (a + 2) - L (a + 2) * L (a + 1) = I • L a
h0 : L 1 * L 2 = I • L 0 + L 2 * L 1
h1 : L 2 * L 0 = I • L 1 + L 0 * L 2
h2 : L 0 * L 1 = I • L 2 + L 1 * L 0
s0 : pauli 0 * pauli 0 = 1
s1 : pauli 1 * pauli 1 = 1
s2 : pauli 2 * pauli 2 = 1
p0 : pauli 1 * pauli 2 = I • pauli 0
q0 : pauli 2 * pauli 1 = -I • pauli 0
p1 : pauli 2 * pauli 0 = I • pauli 1
q1 : pauli 0 * pauli 2 = -I • pauli 1
p2 : pauli 0 * pauli 1 = I • pauli 2
q2 : pauli 1 * pauli 0 = -I • pauli 2
⊢ kroneckerMap (fun x1 x2 => x1 * x2) (L 0 * L 0) 1 +
      (kroneckerMap (fun x1 x2 => x1 * x2) (L 1 * L 0) (-1 • I • pauli 2) +
        (I • kroneckerMap (fun x1 x2 => x1 * x2) (L 0 * L 2) (pauli 1) +
          (I • kroneckerMap (fun x1 x2 => x1 * x2) (L 1 * L 0) (pauli 2) +
            (kroneckerMap (fun x1 x2 => x1 * x2) (L 1 * L 1) 1 +
              (kroneckerMap (fun x1 x2 => x1 * x2) (L 2 * L 1) (-1 • I • pauli 0) +
                (kroneckerMap (fun x1 x2 => x1 * x2) (L 0 * L 2) (-1 • I • pauli 1) +
                  (I • kroneckerMap (fun x1 x2 => x1 * x2) (L 2 * L 1) (pauli 0) +
                    kroneckerMap (fun x1 x2 => x1 * x2) (L 2 * L 2) 1))))))) =
    kroneckerMap (fun x1 x2 => x1 * x2) (L 0 * L 0) 1 +
      (kroneckerMap (fun x1 x2 => x1 * x2) (L 1 * L 1) 1 + kroneckerMap (fun x1 x2 => x1 * x2) (L 2 * L 2) 1)
```

The error shows the goal left over when `abel` could not close it. Terms such as `I • (L 1 * L 0) ⊗ₖ pauli 2` should cancel against partners with the factor -i, but in those partners the scalar is still inside the Kronecker product, shown as `-1 • I • pauli 2`.

The culprit is `neg_smul`. `simp only` simplifies inner terms first, so it turned `-I • pauli 2` into `-(I • pauli 2)` before `Matrix.kronecker_smul` could act on the product around it. That lemma moves a scalar multiple out of the second factor, but what it now met there was a negation, and no lemma in the list moves a negation out. To `abel` the two Kronecker products were then unrelated terms.

Without `neg_smul`, the scalar `-I` stays a scalar and is pulled out. The cancellation that remains is between complex multiples of the same matrix, which `module` can do, whereas `abel` handles only integer multiples. Dropping `one_smul` is tidying, since `module` deals with factors of 1 and -1 itself.

The mended proof, as a diff:

```diff
@@ -47,7 +47,6 @@
   simp only [spinOrbit, Fin.sum_univ_three, add_mul, mul_add, ← Matrix.mul_kronecker_mul,
     s0, s1, s2, p0, p1, p2, q0, q1, q2, h0, h1, h2, Matrix.add_kronecker,
-    Matrix.smul_kronecker, Matrix.kronecker_smul, smul_add, smul_smul, I_mul_I,
-    neg_smul, one_smul]
-  abel
+    Matrix.smul_kronecker, Matrix.kronecker_smul, smul_add, smul_smul, I_mul_I]
+  module
 
 end
```
